# The particle-hole matrix of a normalised fermionic state is positive semidefinite

Let finitely many matrices \(a_p\) obey the canonical anticommutation relations, let \(\psi\) be a unit vector, and put \(g_{pq}=\langle\psi,a_p^\dagger a_q\psi\rangle\). Then the matrix with rows \((p,q)\), columns \((r,s)\) and entries

\[
G_{(pq),(rs)}=\delta_{qs}\,g_{pr}+\langle\psi,a_p^\dagger a_s^\dagger a_r a_q\psi\rangle-g_{pq}\,\overline{g_{rs}}
\]

is positive semidefinite. This is the G condition on reduced density matrices. It holds because \(G\) is a matrix of overlaps between vectors, one for each pair of modes.

## A constraint on one- and two-particle density matrices

The energy of electrons with pairwise interactions depends on the state only through \(g\) and the two-particle quantities \(\langle a_p^\dagger a_s^\dagger a_r a_q\rangle\). A calculation can therefore take these numbers as its unknowns in place of the wave function, but it must then exclude values that no state can produce. For a finite set of modes and a pure state, the G condition is a necessary test of this kind. It is not sufficient: passing it does not guarantee that a state with the given density matrices exists.

The physical content is that a variance cannot be negative. The operators concerned are the one-body operators \(a_s^\dagger a_r\), which move a particle from mode \(r\) to mode \(s\), and their linear combinations.

## Fluctuation vectors and their overlaps

Write \(\langle A\rangle=\langle\psi,A\psi\rangle\), with the inner product conjugate-linear in its first argument, and define the fluctuation vector of \(A\) as

\[
F_A=A\psi-\langle A\rangle\psi .
\]

The overlap of two such vectors is

\[
\langle F_A,F_B\rangle=\langle A^\dagger B\rangle-\langle B\rangle\overline{\langle A\rangle}-\overline{\langle A\rangle}\langle B\rangle+\overline{\langle A\rangle}\langle B\rangle\langle\psi,\psi\rangle .
\]

Since \(\langle\psi,\psi\rangle=1\), the last two terms cancel and the covariance remains:

\[
\langle F_A,F_B\rangle=\langle A^\dagger B\rangle-\overline{\langle A\rangle}\langle B\rangle .
\]

## Reordering the four operators

The anticommutation relations are \(a_pa_q+a_qa_p=0\) and \(a_pa_q^\dagger+a_q^\dagger a_p=\delta_{pq}\). Moving \(a_q\) to the right past \(a_s^\dagger\) and then past \(a_r\) gives

\[
a_p^\dagger a_q a_s^\dagger a_r
=\delta_{qs}a_p^\dagger a_r-a_p^\dagger a_s^\dagger a_q a_r
=\delta_{qs}a_p^\dagger a_r+a_p^\dagger a_s^\dagger a_r a_q .
\]

Now take \(A=a_q^\dagger a_p\) and \(B=a_s^\dagger a_r\). Then \(A^\dagger=a_p^\dagger a_q\), so \(\overline{\langle A\rangle}=g_{pq}\), while \(\langle B\rangle=g_{sr}=\overline{g_{rs}}\). The covariance formula becomes

\[
\langle F_{a_q^\dagger a_p},F_{a_s^\dagger a_r}\rangle
=\delta_{qs}g_{pr}+\langle a_p^\dagger a_s^\dagger a_r a_q\rangle-g_{pq}\overline{g_{rs}}
=G_{(pq),(rs)} .
\]

If \(W\) is the matrix whose column \((p,q)\) is \(F_{a_q^\dagger a_p}\), this says \(G=W^\dagger W\). Hence \(x^\dagger Gx=\|Wx\|^2\ge 0\) for every \(x\).

## Zero directions and a bound on coherence

For coefficients \(x_{rs}\), let \(X=\sum_{rs}x_{rs}a_s^\dagger a_r\). The fluctuation vector is linear in the operator, so \(Wx=F_X\) and

\[
x^\dagger Gx=\|X\psi-\langle X\rangle\psi\|^2 .
\]

The right-hand side vanishes exactly when \(X\psi=\langle X\rangle\psi\). For example, \(x_{rs}=\delta_{rs}\) gives the particle-number operator, so in a state of definite particle number this choice of \(x\) is a zero direction of \(G\).

A diagonal entry of \(G\) is also non-negative. Using \(a_pa_q=-a_qa_p\) in its two-body term gives

\[
|g_{pq}|^2\le g_{pp}-\langle a_p^\dagger a_q^\dagger a_q a_p\rangle .
\]

For \(p\ne q\) the right-hand side is the probability that mode \(p\) is occupied and mode \(q\) is empty. For \(p=q\) the two-body term is zero and the bound reads \(g_{pp}^2\le g_{pp}\), which contains the Pauli limit \(g_{pp}\le1\).

## The same test in a density-matrix calculation

Suppose a program stores the two-particle density matrix over spin orbitals as \(D_{pqrs}=\langle a_p^\dagger a_r^\dagger a_s a_q\rangle\). The two-body term of \(G_{(pq),(rs)}\) is then \(D_{pqsr}\), with the last two indices exchanged. One adds up all three terms of \(G\) as a four-index array, reshapes that array to a matrix with rows \((p,q)\) and columns \((r,s)\), and computes the lowest eigenvalue of this matrix. If the density matrices were computed as expectation values in one normalised wave function, a negative value beyond rounding error points to a fault such as a wrong index order.

When the density matrices are themselves the variables of a semidefinite program, the product \(g_{pq}\overline{g_{rs}}\) is inconvenient because it is quadratic. Let \(M\) be \(G\) without that product, and let \(v\) be the column with entries \(v_{(pq)}=g_{pq}\). By the Schur complement, \(G=M-vv^\dagger\) is positive semidefinite exactly when

\[
\begin{pmatrix}1&v^\dagger\\ v&M\end{pmatrix}
\]

is, and this bordered matrix is linear in the unknowns apart from its constants.

## How the Lean statement represents the physics

The modes are the elements of a finite type `ι`, and the state space has a finite basis indexed by `m`. A family `a : ι → Matrix m m ℂ` gives the annihilation operators, and `ᴴ` is the adjoint. The structure `CAR a` contains the two anticommutation relations as hypotheses. They are what makes the particles fermions; no vacuum vector or occupation-number basis is assumed.

The state is a function `ψ : m → ℂ` with `star ψ ⬝ᵥ ψ = 1`. It need not have a definite particle number. The expectation value is `expect ψ A`, the fluctuation vector is `fluct ψ A`, and \(g_{pq}\) is `gOne a ψ p q`. In `gMatrix`, a row index `i` is the pair \((p,q)\), so `i.1` is \(p\) and `i.2` is \(q\); a column index `j` is \((r,s)\) in the same way. The operator \(X\) is `oneBody a x`.

The main theorem, `gMatrix_posSemidef`, states `(gMatrix a ψ).PosSemidef`: the matrix is Hermitian and its quadratic form is non-negative. It covers pure states and finitely many modes. Mixed states and infinite-dimensional Fock spaces are not treated.

## The complete file

```lean
import Mathlib

open Matrix
open scoped ComplexOrder

namespace ParticleHoleGCondition

noncomputable section

variable {ι m : Type*} [Fintype ι] [DecidableEq ι] [Fintype m] [DecidableEq m]

/-- The canonical anticommutation relations for annihilation matrices `a p`. -/
structure CAR (a : ι → Matrix m m ℂ) : Prop where
  anti : ∀ p q, a p * a q + a q * a p = 0
  mixed : ∀ p q, a p * (a q)ᴴ + (a q)ᴴ * a p = if p = q then 1 else 0

/-- The expectation value `⟨ψ, A ψ⟩`. -/
def expect (ψ : m → ℂ) (A : Matrix m m ℂ) : ℂ := star ψ ⬝ᵥ (A *ᵥ ψ)

/-- The fluctuation vector `A ψ - ⟨A⟩ ψ`. -/
def fluct (ψ : m → ℂ) (A : Matrix m m ℂ) : m → ℂ := A *ᵥ ψ - expect ψ A • ψ

/-- The one-particle density matrix `g_pq = ⟨ψ, a_p† a_q ψ⟩`. -/
def gOne (a : ι → Matrix m m ℂ) (ψ : m → ℂ) (p q : ι) : ℂ :=
  expect ψ ((a p)ᴴ * a q)

/-- The particle-hole matrix, with rows `(p,q)`, columns `(r,s)` and entries
`δ_qs g_pr + ⟨ψ, a_p† a_s† a_r a_q ψ⟩ - g_pq conj(g_rs)`. -/
def gMatrix (a : ι → Matrix m m ℂ) (ψ : m → ℂ) : Matrix (ι × ι) (ι × ι) ℂ :=
  Matrix.of fun i j =>
    (if i.2 = j.2 then gOne a ψ i.1 j.1 else 0)
      + expect ψ ((a i.1)ᴴ * (a j.2)ᴴ * a j.1 * a i.2)
      - gOne a ψ i.1 i.2 * star (gOne a ψ j.1 j.2)

/-- The one-body operator `∑ x_rs a_s† a_r` with coefficients `x`. -/
def oneBody (a : ι → Matrix m m ℂ) (x : ι × ι → ℂ) : Matrix m m ℂ :=
  ∑ i, x i • ((a i.2)ᴴ * a i.1)

omit [Fintype ι] in
/-- Reordering a product of two one-body operators gives a one-body term and a
normal-ordered two-body term. -/
theorem reorder {a : ι → Matrix m m ℂ} (h : CAR a) (p q r s : ι) :
    (a p)ᴴ * a q * ((a s)ᴴ * a r)
      = (if q = s then (a p)ᴴ * a r else 0) + (a p)ᴴ * (a s)ᴴ * a r * a q := by
  -- insert both anticommutators
  have e : (a p)ᴴ * a q * ((a s)ᴴ * a r)
      = (a p)ᴴ * (a q * (a s)ᴴ + (a s)ᴴ * a q) * a r
        - (a p)ᴴ * (a s)ᴴ * (a q * a r + a r * a q)
        + (a p)ᴴ * (a s)ᴴ * a r * a q := by noncomm_ring
  rw [e, h.mixed, h.anti]
  split_ifs <;> simp

omit [DecidableEq m] in
/-- The expectation value of the adjoint is the complex conjugate. -/
theorem expect_adjoint (ψ : m → ℂ) (A : Matrix m m ℂ) :
    expect ψ Aᴴ = star (expect ψ A) := by
  have h : star (A *ᵥ ψ) ⬝ᵥ ψ = star (expect ψ A) := by
    rw [expect, Matrix.star_dotProduct]
  rw [← h, Matrix.star_mulVec, ← Matrix.dotProduct_mulVec, expect]

omit [DecidableEq m] in
/-- In a unit state the overlap of two fluctuation vectors is the covariance
`⟨A† B⟩ - conj⟨A⟩ ⟨B⟩`. -/
theorem covariance {ψ : m → ℂ} (hψ : star ψ ⬝ᵥ ψ = 1) (A B : Matrix m m ℂ) :
    star (fluct ψ A) ⬝ᵥ fluct ψ B
      = expect ψ (Aᴴ * B) - star (expect ψ A) * expect ψ B := by
  have h1 : star (A *ᵥ ψ) ⬝ᵥ (B *ᵥ ψ) = expect ψ (Aᴴ * B) := by
    rw [Matrix.star_mulVec, ← Matrix.dotProduct_mulVec, Matrix.mulVec_mulVec, expect]
  have h2 : star (A *ᵥ ψ) ⬝ᵥ ψ = star (expect ψ A) := by
    rw [expect, Matrix.star_dotProduct]
  have h3 : star ψ ⬝ᵥ (B *ᵥ ψ) = expect ψ B := rfl
  simp only [fluct, star_sub, star_smul, sub_dotProduct, dotProduct_sub,
    smul_dotProduct, dotProduct_smul, smul_eq_mul, h1, h2, h3, hψ]
  ring

omit [Fintype ι] in
/-- Each entry of the particle-hole matrix is the overlap of the fluctuation vectors
of `a_q† a_p` and `a_s† a_r`. -/
theorem gMatrix_entry {a : ι → Matrix m m ℂ} (h : CAR a) {ψ : m → ℂ}
    (hψ : star ψ ⬝ᵥ ψ = 1) (i j : ι × ι) :
    gMatrix a ψ i j = star (fluct ψ ((a i.2)ᴴ * a i.1)) ⬝ᵥ
      fluct ψ ((a j.2)ᴴ * a j.1) := by
  have hc : ∀ p q, ((a p)ᴴ * a q)ᴴ = (a q)ᴴ * a p := fun p q => by
    rw [Matrix.conjTranspose_mul, Matrix.conjTranspose_conjTranspose]
  rw [covariance hψ, ← expect_adjoint, hc, reorder h]
  have hs : star (gOne a ψ j.1 j.2) = expect ψ ((a j.2)ᴴ * a j.1) := by
    rw [gOne, ← expect_adjoint, hc]
  simp only [gMatrix, Matrix.of_apply, hs]
  split_ifs <;> simp [gOne, expect, Matrix.add_mulVec, dotProduct_add]

/-- The G condition: for fermions in a unit state the particle-hole matrix is
positive semidefinite. -/
theorem gMatrix_posSemidef {a : ι → Matrix m m ℂ} (h : CAR a) {ψ : m → ℂ}
    (hψ : star ψ ⬝ᵥ ψ = 1) : (gMatrix a ψ).PosSemidef := by
  -- the fluctuation vectors are the columns of W
  let W : Matrix m (ι × ι) ℂ := Matrix.of fun k i => fluct ψ ((a i.2)ᴴ * a i.1) k
  have hW : gMatrix a ψ = Wᴴ * W := by
    ext i j
    rw [gMatrix_entry h hψ]
    rfl
  rw [hW]
  exact Matrix.posSemidef_conjTranspose_mul_self W

omit [DecidableEq ι] [DecidableEq m] in
/-- The fluctuation vector of a one-body operator is the same linear combination of
the fluctuation vectors of its terms. -/
theorem fluct_oneBody (a : ι → Matrix m m ℂ) (ψ : m → ℂ) (x : ι × ι → ℂ) :
    fluct ψ (oneBody a x) = ∑ i, x i • fluct ψ ((a i.2)ᴴ * a i.1) := by
  have hs : ∀ (c : ℂ) (A : Matrix m m ℂ), (c • A) *ᵥ ψ = c • (A *ᵥ ψ) := by
    intro c A
    ext k
    simp [Matrix.mulVec, dotProduct, Finset.mul_sum, mul_assoc]
  let L : Matrix m m ℂ →ₗ[ℂ] (m → ℂ) :=
    { toFun := fluct ψ
      map_add' := fun A B => by
        simp only [fluct, expect, Matrix.add_mulVec, dotProduct_add, add_smul]
        abel
      map_smul' := fun c A => by
        simp only [fluct, expect, hs, dotProduct_smul, smul_sub, smul_smul,
          smul_eq_mul, RingHom.id_apply] }
  change L (∑ i, x i • ((a i.2)ᴴ * a i.1)) = ∑ i, x i • L ((a i.2)ᴴ * a i.1)
  simp only [map_sum, map_smul]

/-- The quadratic form of the particle-hole matrix is the squared norm of the
fluctuation vector of the corresponding one-body operator. -/
theorem gMatrix_quadratic {a : ι → Matrix m m ℂ} (h : CAR a) {ψ : m → ℂ}
    (hψ : star ψ ⬝ᵥ ψ = 1) (x : ι × ι → ℂ) :
    star x ⬝ᵥ (gMatrix a ψ *ᵥ x)
      = star (fluct ψ (oneBody a x)) ⬝ᵥ fluct ψ (oneBody a x) := by
  rw [fluct_oneBody, star_sum, sum_dotProduct]
  simp only [dotProduct_sum, star_smul, smul_dotProduct, dotProduct_smul,
    smul_eq_mul, ← gMatrix_entry h hψ]
  simp only [dotProduct, Matrix.mulVec, Pi.star_apply, Finset.mul_sum]
  refine Finset.sum_congr rfl fun i _ => Finset.sum_congr rfl fun j _ => ?_
  ring

/-- The quadratic form vanishes exactly when the state is an eigenvector of the
one-body operator, with the expectation value as eigenvalue. -/
theorem gMatrix_quadratic_eq_zero_iff {a : ι → Matrix m m ℂ} (h : CAR a) {ψ : m → ℂ}
    (hψ : star ψ ⬝ᵥ ψ = 1) (x : ι × ι → ℂ) :
    star x ⬝ᵥ (gMatrix a ψ *ᵥ x) = 0
      ↔ oneBody a x *ᵥ ψ = expect ψ (oneBody a x) • ψ := by
  rw [gMatrix_quadratic h hψ, dotProduct_star_self_eq_zero, fluct, sub_eq_zero]

omit [Fintype ι] in
/-- The coherence between two modes obeys
`|g_pq|² ≤ g_pp - ⟨ψ, a_p† a_q† a_q a_p ψ⟩` (real parts on the right). -/
theorem coherence_bound {a : ι → Matrix m m ℂ} (h : CAR a) {ψ : m → ℂ}
    (hψ : star ψ ⬝ᵥ ψ = 1) (p q : ι) :
    ‖gOne a ψ p q‖ ^ 2
      ≤ (gOne a ψ p p).re - (expect ψ ((a p)ᴴ * (a q)ᴴ * a q * a p)).re := by
  -- a diagonal entry of the particle-hole matrix is a squared norm
  have h0 : 0 ≤ gMatrix a ψ (p, q) (p, q) := by
    rw [gMatrix_entry h hψ]
    exact dotProduct_star_self_nonneg _
  have e : (a p)ᴴ * (a q)ᴴ * a p * a q = -((a p)ᴴ * (a q)ᴴ * a q * a p) := by
    rw [mul_assoc _ (a p) (a q), eq_neg_of_add_eq_zero_left (h.anti p q)]
    noncomm_ring
  have en : ∀ A : Matrix m m ℂ, expect ψ (-A) = -expect ψ A := fun A => by
    simp only [expect, Matrix.neg_mulVec, dotProduct_neg]
  have n : gOne a ψ p q * star (gOne a ψ p q) = ((‖gOne a ψ p q‖ ^ 2 : ℝ) : ℂ) := by
    rw [Complex.star_def, Complex.mul_conj, Complex.normSq_eq_norm_sq]
  have h1 := (Complex.le_def.1 h0).1
  simp only [gMatrix, Matrix.of_apply, ↓reduceIte, e, en, n, Complex.sub_re,
    Complex.add_re, Complex.neg_re, Complex.ofReal_re, Complex.zero_re] at h1
  linarith

/-- Annihilation matrices of two fermionic modes on a four-dimensional space. -/
def twoMode : Fin 2 → Matrix (Fin 4) (Fin 4) ℂ :=
  ![!![0, 0, 1, 0; 0, 0, 0, 1; 0, 0, 0, 0; 0, 0, 0, 0],
    !![0, 1, 0, 0; 0, 0, 0, 0; 0, 0, 0, -1; 0, 0, 0, 0]]

/-- The two-mode matrices obey the canonical anticommutation relations, and
`(0, 3/5, 4/5, 0)` is a unit vector. -/
theorem twoMode_witness :
    CAR twoMode ∧
      star (![0, 3 / 5, 4 / 5, 0] : Fin 4 → ℂ) ⬝ᵥ ![0, 3 / 5, 4 / 5, 0] = 1 := by
  refine ⟨⟨?_, ?_⟩, ?_⟩
  · intro p q
    ext i j
    fin_cases p <;> fin_cases q <;> fin_cases i <;> fin_cases j <;>
      simp [twoMode]
  · intro p q
    ext i j
    -- expand the products and adjoints into entries first
    simp only [Matrix.add_apply, Matrix.mul_apply, Matrix.conjTranspose_apply,
      Fin.sum_univ_four]
    fin_cases p <;> fin_cases q <;> fin_cases i <;> fin_cases j <;>
      simp [twoMode]
  · have h3 : (starRingEnd ℂ) 3 = 3 := by apply Complex.ext <;> simp
    have h4 : (starRingEnd ℂ) 4 = 4 := by apply Complex.ext <;> simp
    have h5 : (starRingEnd ℂ) 5 = 5 := by apply Complex.ext <;> simp
    norm_num [dotProduct, Fin.sum_univ_succ, h3, h4, h5]

end

end ParticleHoleGCondition
```

```lean
#print axioms ParticleHoleGCondition.gMatrix_posSemidef
-- 'ParticleHoleGCondition.gMatrix_posSemidef' depends on axioms: [propext, Classical.choice, Quot.sound]
#print axioms ParticleHoleGCondition.gMatrix_quadratic_eq_zero_iff
-- 'ParticleHoleGCondition.gMatrix_quadratic_eq_zero_iff' depends on axioms: [propext, Classical.choice, Quot.sound]
#print axioms ParticleHoleGCondition.coherence_bound
-- 'ParticleHoleGCondition.coherence_bound' depends on axioms: [propext, Classical.choice, Quot.sound]
```

## How the proof follows the derivation

**Reordering.** The lemma `reorder` first writes the four-operator product with both anticommutators inserted:

\[
a_p^\dagger\{a_q,a_s^\dagger\}a_r-a_p^\dagger a_s^\dagger\{a_q,a_r\}+a_p^\dagger a_s^\dagger a_ra_q ,
\]

where \(\{A,B\}=AB+BA\). This identity holds for any matrices, and `noncomm_ring` verifies it by expansion. Rewriting with `h.mixed` and `h.anti` then turns the first anticommutator into the Kronecker delta and the second into zero.

**Covariance.** The lemma `expect_adjoint` proves \(\langle A^\dagger\rangle=\overline{\langle A\rangle}\). In `covariance`, the facts `h1`, `h2` and `h3` evaluate the three kinds of overlap that arise when \(\langle F_A,F_B\rangle\) is multiplied out, and `hψ` supplies the norm of the state. The closing `ring` performs the cancellation shown above.

**Entries of \(G\).** The lemma `gMatrix_entry` joins these results. It applies `covariance`, replaces the conjugated mean by the mean of the adjoint, and reorders the product. The local fact `hs` identifies \(\overline{g_{rs}}\) with \(\langle a_s^\dagger a_r\rangle\). The cases \(q=s\) and \(q\ne s\) are then treated separately.

**Positivity.** In `gMatrix_posSemidef` the matrix `W` has the fluctuation vectors as its columns. The entry formula gives `gMatrix a ψ = Wᴴ * W`, and Mathlib's theorem that such a product is positive semidefinite finishes the argument.

**Quadratic form.** The lemma `fluct_oneBody` packages `fluct ψ` as a linear map `L`, so that it can be taken through the sum defining \(X\). In `gMatrix_quadratic` the squared norm is expanded into a double sum, and each overlap is replaced by the corresponding entry of \(G\). The criterion `gMatrix_quadratic_eq_zero_iff` follows because a complex vector has zero squared norm only if it is zero.

**Coherence.** The theorem `coherence_bound` starts from the non-negativity of the diagonal entry at `(p, q)`. The fact `e` exchanges two annihilation operators at the cost of a sign, and `n` rewrites \(g_{pq}\overline{g_{pq}}\) as \(|g_{pq}|^2\). The inequality is then read off from real parts, which is why `.re` appears in the statement.

**A two-mode example.** The matrices `twoMode` act on a four-dimensional space. With basis vectors \(e_0,\dots,e_3\), the vacuum is \(e_0\), mode 1 alone is occupied in \(e_1\), mode 0 alone in \(e_2\), and both in \(e_3\). The theorem `twoMode_witness` checks the anticommutation relations entry by entry and confirms that \(\tfrac35e_1+\tfrac45e_2\) has unit norm, so the hypotheses are met by a particle shared between two modes. In this state \(g_{00}=16/25\), \(g_{01}=12/25\) and the two-body term vanishes; the coherence bound for \(p=0\), \(q=1\) reads \(144/625\le 400/625\).
